# A finite orthogonal group that commutes only with scalar matrices averages every second-rank tensor to its isotropic part

In computing the NMR spectrum of a molecule that jumps rapidly among equally populated orientations, one replaces the shielding tensor of each nucleus by its mean over those orientations. If they are all the orientations that a suitable finite group produces from one of them, the mean is one third of the trace times the identity. In this finite jump model, the shielding of each nucleus then enters the spin Hamiltonian as a single number.

Suitable means that only multiples of the identity commute with the whole group: no anisotropic tensor looks the same in all the orientations. That jumps are fast enough, and populations equal, for the spectrum to see this mean is a physical assumption.

## Orientations and their mean

Let \(n\) be the dimension. In Lean, `n` is instead the finite set of coordinate labels, and the dimension is `Fintype.card n`.

```lean
import Mathlib

open Matrix

namespace RotationalAverage

variable {n : Type*} [Fintype n] [DecidableEq n]
```

An orientation is a real matrix \(R\) with \(RR^T=1\). Reflections are allowed. Over the reals, Mathlib's unitary group is the orthogonal group.

```lean
/-- The group of real orthogonal matrices (a real unitary matrix is an orthogonal one). -/
abbrev Orth (n : Type*) [Fintype n] [DecidableEq n] : Type _ := Matrix.unitaryGroup n ℝ
```

For a finite group \(G\) of such matrices and a real second-rank tensor \(T\), symmetric or not, the mean with equal weights is

\[
M=\frac{1}{|G|}\sum_{R\in G}RTR^T .
\]

```lean
/-- The average of the rotated tensor `R T Rᵀ` over a finite group `G` of orthogonal matrices. -/
noncomputable def groupAverage (G : Subgroup (Orth n)) [Fintype G] (T : Matrix n n ℝ) :
    Matrix n n ℝ :=
  (Fintype.card G : ℝ)⁻¹ • ∑ R : G, R.1.1 * T * R.1.1ᵀ
```

The condition on \(G\) reads: if \(RA=AR\) for all \(R\in G\), then \(A=c\,1\) for some real \(c\). Schur's lemma derives such a condition from irreducibility over the complex numbers; here it is a hypothesis, verified below for the cubic group.

```lean
/-- Every real matrix that commutes with all elements of `G` is a multiple of the identity. -/
def OnlyScalarsCommute (G : Subgroup (Orth n)) : Prop :=
  ∀ A : Matrix n n ℝ, (∀ R ∈ G, R.1 * A = A * R.1) → ∃ c : ℝ, A = c • (1 : Matrix n n ℝ)
```

## The mean commutes with the group

The orthogonality relation \(RR^T=1\) comes from the definition of the unitary group, since the conjugate transpose of a real matrix is its transpose.

```lean
/-- The transpose of an orthogonal matrix is its inverse. -/
theorem orth_mul_transpose (R : Orth n) : R.1 * R.1ᵀ = 1 := by
  have h := Matrix.mem_unitaryGroup_iff.mp R.2
  rwa [Matrix.star_eq_conjTranspose, Matrix.conjTranspose_eq_transpose_of_trivial] at h
```

For \(S\in G\), the product \(SR\) runs through \(G\) once as \(R\) does, so

\[
SMS^T=\frac{1}{|G|}\sum_{R\in G}(SR)T(SR)^T=M .
\]

Since \(S^TS=1\), it follows that \(SM=SMS^TS=MS\). In the proof, `Fintype.sum_equiv` relabels the sum, and the `calc` block carries out the second step.

```lean
/-- The group average of a tensor commutes with every element of the group. -/
theorem average_commutes (G : Subgroup (Orth n)) [Fintype G] (T : Matrix n n ℝ)
    (S : Orth n) (hS : S ∈ G) : S.1 * groupAverage G T = groupAverage G T * S.1 := by
  -- conjugation by `S` only permutes the terms of the sum
  have inv : S.1 * groupAverage G T * S.1ᵀ = groupAverage G T := by
    unfold groupAverage
    rw [Matrix.mul_smul, Matrix.smul_mul, Finset.mul_sum, Finset.sum_mul]
    congr 1
    refine Fintype.sum_equiv (Equiv.mulLeft (⟨S, hS⟩ : G)) _ _ (fun R => ?_)
    change S.1 * (R.1.1 * T * R.1.1ᵀ) * S.1ᵀ = (S.1 * R.1.1) * T * (S.1 * R.1.1)ᵀ
    rw [Matrix.transpose_mul]
    simp only [Matrix.mul_assoc]
  have h : S.1ᵀ * S.1 = 1 := mul_eq_one_comm.mp (orth_mul_transpose S)
  calc S.1 * groupAverage G T = S.1 * groupAverage G T * (S.1ᵀ * S.1) := by
        rw [h, Matrix.mul_one]
    _ = S.1 * groupAverage G T * S.1ᵀ * S.1 := by rw [Matrix.mul_assoc _ S.1ᵀ S.1]
    _ = groupAverage G T * S.1 := by rw [inv]
```

## The trace fixes the scalar

Each term has the trace of \(T\), because \(\operatorname{tr}(RTR^T)=\operatorname{tr}(R^TRT)=\operatorname{tr}T\). The mean of \(|G|\) equal numbers is that number, so \(\operatorname{tr}M=\operatorname{tr}T\).

```lean
/-- Averaging over the group preserves the trace of a tensor. -/
theorem trace_average (G : Subgroup (Orth n)) [Fintype G] (T : Matrix n n ℝ) :
    (groupAverage G T).trace = T.trace := by
  have h : ∀ R : G, (R.1.1 * T * R.1.1ᵀ).trace = T.trace := fun R => by
    rw [Matrix.trace_mul_comm, ← Matrix.mul_assoc,
      mul_eq_one_comm.mp (orth_mul_transpose R.1), Matrix.one_mul]
  have hc : (Fintype.card G : ℝ) ≠ 0 := Nat.cast_ne_zero.mpr Fintype.card_ne_zero
  unfold groupAverage
  rw [Matrix.trace_smul, Matrix.trace_sum, Finset.sum_congr rfl (fun R _ => h R),
    Finset.sum_const, Finset.card_univ, nsmul_eq_mul, smul_eq_mul, inv_mul_cancel_left₀ hc]
```

By the condition on \(G\), \(M=c\,1\). Taking traces gives \(nc=\operatorname{tr}T\), hence for \(n\ge1\)

\[
M=\frac{\operatorname{tr}T}{n}\,1 .
\]

The assumption `[Nonempty n]` states \(n\ge1\) and permits the division.

```lean
/-- If only scalar matrices commute with the finite orthogonal group `G`, in dimension at least
one, the average of `R T Rᵀ` over `G` is the trace of `T` over the dimension, times the identity. -/
theorem average_isotropic [Nonempty n] (G : Subgroup (Orth n)) [Fintype G]
    (hG : OnlyScalarsCommute G) (T : Matrix n n ℝ) :
    groupAverage G T = (T.trace / Fintype.card n) • (1 : Matrix n n ℝ) := by
  obtain ⟨c, hc⟩ := hG _ (average_commutes G T)
  have hn : (Fintype.card n : ℝ) ≠ 0 := Nat.cast_ne_zero.mpr Fintype.card_ne_zero
  -- the trace fixes the scalar
  have ht := trace_average G T
  rw [hc, Matrix.trace_smul, Matrix.trace_one, smul_eq_mul] at ht
  rw [hc, ← ht, mul_div_cancel_right₀ c hn]
```

## The condition is also necessary

Suppose every tensor averages to its isotropic part, and let \(A\) commute with \(G\). Then \(RAR^T=ARR^T=A\), so \(A\) is its own mean and equals \((\operatorname{tr}A/n)\,1\). In Lean, `hR` is this identity for each term.

```lean
/-- In dimension at least one, a finite orthogonal group averages every tensor to its isotropic
part exactly when only scalar matrices commute with the group. -/
theorem average_isotropic_iff [Nonempty n] (G : Subgroup (Orth n)) [Fintype G] :
    (∀ T : Matrix n n ℝ,
      groupAverage G T = (T.trace / Fintype.card n) • (1 : Matrix n n ℝ)) ↔
      OnlyScalarsCommute G := by
  refine ⟨fun h A hA => ⟨A.trace / Fintype.card n, ?_⟩, fun h => average_isotropic G h⟩
  -- a commuting matrix is its own average
  have hR : ∀ R : G, R.1.1 * A * R.1.1ᵀ = A := fun R => by
    rw [hA R.1 R.2, Matrix.mul_assoc, orth_mul_transpose, Matrix.mul_one]
  have hc : (Fintype.card G : ℝ) ≠ 0 := Nat.cast_ne_zero.mpr Fintype.card_ne_zero
  rw [← h A]
  unfold groupAverage
  rw [Finset.sum_congr rfl (fun R _ => hR R), Finset.sum_const, Finset.card_univ,
    ← Nat.cast_smul_eq_nsmul ℝ, smul_smul, inv_mul_cancel₀ hc, one_smul]
```

The four quarter-turn rotations of the plane show what can fail. They leave no line invariant, yet all commute with

\[
J=\begin{pmatrix}0&-1\\1&0\end{pmatrix}.
\]

The mean of \(J\) is therefore \(J\), although its trace is zero. In the plane, having no invariant line is therefore not enough when \(T\) may have an antisymmetric part.

## The shift along the field

To first order, the shift depends on the tensor component along the field. If \(G\) satisfies the condition above, linearity gives for any vector \(b\)

\[
\frac{1}{|G|}\sum_{R\in G} b\cdot(RTR^T)b=\frac{\operatorname{tr}T}{n}\,b\cdot b .
\]

For a unit vector along the field, the right-hand side is \(\operatorname{tr}T/n\). The proof defines the component as a linear map `f` and applies it to both sides of the tensor identity.

```lean
/-- If only scalar matrices commute with `G`, in dimension at least one, the quadratic form of the
rotated tensor along a fixed vector `b` averages to `(tr T / n) b·b`. -/
theorem average_along_field [Nonempty n] (G : Subgroup (Orth n)) [Fintype G]
    (hG : OnlyScalarsCommute G) (T : Matrix n n ℝ) (b : n → ℝ) :
    (Fintype.card G : ℝ)⁻¹ * ∑ R : G, b ⬝ᵥ ((R.1.1 * T * R.1.1ᵀ) *ᵥ b) =
      T.trace / Fintype.card n * (b ⬝ᵥ b) := by
  -- the component along `b` is linear in the tensor
  let f : Matrix n n ℝ →ₗ[ℝ] ℝ :=
    { toFun := fun M => b ⬝ᵥ (M *ᵥ b)
      map_add' := fun M N => by rw [Matrix.add_mulVec, dotProduct_add]
      map_smul' := fun c M => by simp [Matrix.smul_mulVec, dotProduct_smul] }
  have h := congrArg f (average_isotropic G hG T)
  unfold groupAverage at h
  rw [map_smul, map_sum, map_smul] at h
  have h1 : f 1 = b ⬝ᵥ b := by
    change b ⬝ᵥ ((1 : Matrix n n ℝ) *ᵥ b) = _
    rw [Matrix.one_mulVec]
  rw [h1] at h
  exact h
```

## The cubic group as an example

The orthogonal matrices with integer entries form a group: products and transposes again have integer entries.

```lean
/-- The full cubic group in any dimension: the orthogonal matrices with integer entries. -/
def cubicGroup (n : Type*) [Fintype n] [DecidableEq n] : Subgroup (Orth n) where
  carrier := {R | ∀ i j, ∃ k : ℤ, R.1 i j = (k : ℝ)}
  one_mem' := fun i j => by
    change ∃ k : ℤ, (1 : Matrix n n ℝ) i j = (k : ℝ)
    rw [Matrix.one_apply]
    split_ifs
    · exact ⟨1, by simp⟩
    · exact ⟨0, by simp⟩
  mul_mem' := fun {R S} hR hS i j => by
    have hR' : ∀ i j, ∃ k : ℤ, R.1 i j = (k : ℝ) := hR
    have hS' : ∀ i j, ∃ k : ℤ, S.1 i j = (k : ℝ) := hS
    choose a ha using hR'
    choose b hb using hS'
    change ∃ k : ℤ, (R.1 * S.1) i j = (k : ℝ)
    exact ⟨∑ k, a i k * b k j, by simp [Matrix.mul_apply, ha, hb]⟩
  inv_mem' := fun {R} hR i j => by
    obtain ⟨k, hk⟩ := hR j i
    refine ⟨k, ?_⟩
    change star (R.1 j i) = (k : ℝ)
    rw [star_trivial]
    exact hk
```

Each row has unit length, so \(R_{ij}^2\le1\) and every entry is \(-1\), \(0\) or \(1\). Only finitely many matrices are possible; the proof maps each one injectively to its table of entries.

```lean
/-- The cubic group is finite. -/
theorem cubicGroup_finite : Finite (cubicGroup n) := by
  -- each entry is an integer between -1 and 1
  have key : ∀ (R : cubicGroup n) (i j : n),
      ∃ k : Set.Icc (-1 : ℤ) 1, R.1.1 i j = ((k : ℤ) : ℝ) := fun R i j => by
    have h := congrFun (congrFun (orth_mul_transpose R.1) i) i
    rw [Matrix.mul_apply, Matrix.one_apply_eq] at h
    have hle : R.1.1 i j * R.1.1 i j ≤ 1 :=
      (Finset.single_le_sum (f := fun l => R.1.1 i l * R.1.1 i l)
        (fun l _ => mul_self_nonneg _) (Finset.mem_univ j)).trans h.le
    obtain ⟨k, hk⟩ := R.2 i j
    rw [hk] at hle
    have hk1 : k * k ≤ 1 := by exact_mod_cast hle
    exact ⟨⟨k, by constructor <;> nlinarith⟩, hk⟩
  choose f hf using key
  exact Finite.of_injective f fun R S h => Subtype.ext (Subtype.ext (Matrix.ext fun i j => by
    rw [hf R i j, hf S i j, h]))
```

Let \(A\) commute with the group. Flipping the sign of coordinate \(i\) gives \(-A_{ij}=A_{ij}\) for \(j\ne i\), so the off-diagonal entries vanish. For the matrix \(P\) that swaps coordinates \(i\) and \(j\), \((PA)_{ij}=A_{jj}\) and \((AP)_{ij}=A_{ii}\), so the diagonal entries agree. These steps are `off` and `diag`.

```lean
/-- Only scalar matrices commute with the whole cubic group, in any dimension. -/
theorem cubicGroup_witness : OnlyScalarsCommute (cubicGroup n) := by
  intro A hA
  -- sign flips remove the off-diagonal entries
  have off : ∀ i j, i ≠ j → A i j = 0 := fun i j hij => by
    let D : Matrix n n ℝ := Matrix.diagonal fun k => if k = i then -1 else 1
    have hD : D ∈ Matrix.unitaryGroup n ℝ := by
      rw [Matrix.mem_unitaryGroup_iff, Matrix.star_eq_conjTranspose,
        Matrix.diagonal_conjTranspose, Matrix.diagonal_mul_diagonal, ← Matrix.diagonal_one]
      congr 1
      funext k
      by_cases h : k = i <;> simp [h]
    have h : D * A = A * D := hA ⟨D, hD⟩ fun a b => by
      change ∃ k : ℤ, Matrix.diagonal (fun k => if k = i then (-1 : ℝ) else 1) a b = (k : ℝ)
      simp only [Matrix.diagonal_apply]
      split_ifs
      exacts [⟨-1, by simp⟩, ⟨1, by simp⟩, ⟨0, by simp⟩]
    have h' := congrFun (congrFun h i) j
    simp only [D, Matrix.diagonal_mul, Matrix.mul_diagonal, if_neg (Ne.symm hij),
      ↓reduceIte] at h'
    linarith
  -- coordinate swaps make the diagonal entries equal
  have diag : ∀ i j, A i i = A j j := fun i j => by
    have hP : ∀ σ : Equiv.Perm n, (Matrix.of fun a b => if σ a = b then (1 : ℝ) else 0) ∈
        Matrix.unitaryGroup n ℝ := fun σ => by
      rw [Matrix.mem_unitaryGroup_iff]
      ext a c
      by_cases h : a = c
      · subst h
        simp [Matrix.mul_apply, Matrix.star_apply]
      · simp [Matrix.mul_apply, Matrix.star_apply, h]
    let P : Matrix n n ℝ := Matrix.of fun a b => if Equiv.swap i j a = b then 1 else 0
    have h : P * A = A * P := hA ⟨P, hP (Equiv.swap i j)⟩ fun a b => by
      change ∃ k : ℤ, (if Equiv.swap i j a = b then (1 : ℝ) else 0) = (k : ℝ)
      split_ifs
      exacts [⟨1, by simp⟩, ⟨0, by simp⟩]
    have h1 : (P * A) i j = A j j := by simp [P, Matrix.mul_apply]
    have h2 : (A * P) i j = A i i := by
      simp [P, Matrix.mul_apply, Equiv.swap_apply_eq_iff]
    rw [← h1, ← h2, h]
  rcases isEmpty_or_nonempty n with hn | ⟨⟨i₀⟩⟩
  · exact ⟨0, Matrix.ext fun i _ => isEmptyElim i⟩
  · refine ⟨A i₀ i₀, Matrix.ext fun i j => ?_⟩
    by_cases h : i = j
    · subst h
      simp [diag i i₀]
    · simp [off i j h, h]

end RotationalAverage
```

In three dimensions this group has 48 elements: 24 rotations and their negatives. A molecule can reach only the rotations by turning, but \(R\) and \(-R\) give the same \(RTR^T\), so the mean over the 24 rotations equals the mean over the group. Take a shielding tensor with diagonal entries 10, 20 and 60 ppm in the cubic axes, and the field along one axis. Each entry appears as the field component in 8 of the 24 rotated orientations, and the mean shielding is \((10+20+60)/3=30\) ppm.

```lean
#print axioms RotationalAverage.average_isotropic_iff
-- 'RotationalAverage.average_isotropic_iff' depends on axioms: [propext, Classical.choice, Quot.sound]
#print axioms RotationalAverage.average_along_field
-- 'RotationalAverage.average_along_field' depends on axioms: [propext, Classical.choice, Quot.sound]
#print axioms RotationalAverage.cubicGroup_finite
-- 'RotationalAverage.cubicGroup_finite' depends on axioms: [propext, Classical.choice, Quot.sound]
```
